# Splitting $\sigma_z$ from $\sigma_x$ in imaginary time raises the two-level partition function unless one term is absent

## Can the time-step error in a Hubbard dimer's free energy change sign?

I have a half-filled Hubbard dimer in discrete imaginary time. Its even singlet block has two states: an ionic one with energy $U$ and a covalent one with energy $0$, coupled by $-2t$. I split each time slice into an interaction factor and a hopping factor. With coarse slices, the free energy of this block comes out too low. The two factors don't commute, and I see no obvious sign in their commutator. Could another choice of $U$, $t$, temperature or number of slices make the free energy too high?

## The sliced free energy of this block is never too high

No. For $U\neq0$, $t\neq0$ and inverse temperature $\beta>0$, it is too low for every number of slices $n\ge1$. With the ionic state first, the block is

$$H=\frac U2\,\mathbb 1+\frac U2\,\sigma_z-2t\,\sigma_x .$$

The constant multiplies the exact and sliced partition functions by the same factor $e^{-\beta U/2}$, so it suffices to study $\sigma_z$ and $\sigma_x$. For real $a,b$ and $n\ge1$,

$$\operatorname{tr}\left(e^{a\sigma_z/n}e^{b\sigma_x/n}\right)^n\ \ge\ \operatorname{tr}e^{a\sigma_z+b\sigma_x},$$

with equality if and only if $ab=0$.

### Both traces are hyperbolic cosines

Since $(a\sigma_z+b\sigma_x)^2=(a^2+b^2)\mathbb 1$ and the trace of $a\sigma_z+b\sigma_x$ is zero, its eigenvalues are $\pm r$ with $r=\sqrt{a^2+b^2}$. The exact trace is therefore $2\cosh r$.

Write $x=a/n$ and $y=b/n$. One slice is

$$M=\begin{pmatrix}e^x&0\\0&e^{-x}\end{pmatrix}\begin{pmatrix}\cosh y&\sinh y\\ \sinh y&\cosh y\end{pmatrix}.$$

Its determinant is $1\cdot(\cosh^2y-\sinh^2y)=1$, and its trace is $(e^x+e^{-x})\cosh y=2\cosh x\cosh y$. This is at least $2$, so there is a $\theta\ge0$ with $\cosh\theta=\cosh x\cosh y$.

Cayley–Hamilton gives $M^2=2\cosh\theta\,M-\mathbb 1$. Multiplying by $M^k$ and taking the trace, with $T_k=\operatorname{tr}M^k$, gives

$$T_{k+2}=2\cosh\theta\,T_{k+1}-T_k,\qquad T_0=2,\quad T_1=2\cosh\theta .$$

The addition formula $\cosh((k+2)\theta)+\cosh(k\theta)=2\cosh\theta\cosh((k+1)\theta)$ shows that $2\cosh(k\theta)$ obeys the same recurrence with the same starting values. Hence $T_n=2\cosh(n\theta)$.

It remains to compare $\theta$ with $\rho=\sqrt{x^2+y^2}=r/n$. We have

$$\cosh x\cosh y=\tfrac12\left[\cosh(x+y)+\cosh(x-y)\right],\qquad \rho^2=\tfrac12\left[(x+y)^2+(x-y)^2\right].$$

The function $s\mapsto s^k$ is convex for $s\ge0$, so

$$\rho^{2k}\le\tfrac12\left[(x+y)^{2k}+(x-y)^{2k}\right].$$

Dividing by $(2k)!$ and summing over $k$ gives $\cosh\rho\le\cosh\theta$. At $k=2$ the right side exceeds the left by $4x^2y^2$. If $ab\ne0$, the inequality is therefore strict, so $\theta>\rho$, $n\theta>r$ and $2\cosh(n\theta)>2\cosh r$. If $ab=0$, then $x$ or $y$ vanishes, $\cosh x\cosh y=\cosh\rho$, and the traces agree.

For a Hamiltonian $a\sigma_z+b\sigma_x$, replace $a,b$ by $-\beta a,-\beta b$. Their product is $\beta^2ab$, which is nonzero when $ab\neq0$. The sliced $Z$ is then strictly larger, and $-\log Z/\beta$ is strictly smaller.

### The slices in a dimer calculation

A discrete-time determinant Monte Carlo calculation sets $\Delta\tau=\beta/n$ and multiplies factors $e^{-\Delta\tau V}e^{-\Delta\tau K}$, where $V$ is the interaction and $K$ the hopping. An auxiliary field then decouples the interaction factor. In your block, $x=-\Delta\tau U/2$ and $y=2\Delta\tau t$.

Take $U=4$, $t=1$ and $\beta=4$. The exact free energy of the block, including the constant $U/2$, is about $-0.828$. Eight slices give $-1.027$, and thirty-two give $-0.843$. These values are for this block alone; determinant Monte Carlo at finite temperature normally sums over every sector of the dimer.

### What the Lean statements say

`sigmaZ` and `sigmaX` are real $2\times2$ matrices, and `NormedSpace.exp` is the matrix exponential. `exactTrace A B` is $\operatorname{tr}e^{A+B}$, and `slicedTrace n A B` is the trace of $n$ slices, each with the `A` factor on the left. Both are defined for any pair of real $2\times2$ matrices, but the theorems concern multiples of the two Pauli matrices.

`exactTrace_le_slicedTrace` states the inequality and the equality condition for all real `a`, `b` and natural `n` with `1 ≤ n`. The hypothesis excludes $n=0$, where the empty product has trace $2$ and the inequality fails unless $a=b=0$. In this theorem `a` and `b` are dimensionless exponents.

In `sliced_freeEnergy_lt` they are energies, `β` is the inverse temperature with $k_B=1$, and the hypotheses are `1 ≤ n`, `0 < β` and `a * b ≠ 0`. Your block has $a=U/2$ and $b=-2t$; that identification and the removal of the constant are the short calculation above, not part of the file. For $n=1$ the inequality is the Golden–Thompson inequality for this one pair of matrices. The argument here relies on their $2\times2$ form. For larger clusters, with one exponential of the whole interaction and one of the whole hopping term in each slice, the sliced trace is still never below the exact one. This follows from the Araki–Lieb–Thirring inequality for Hermitian matrices and the Trotter limit $n\to\infty$, neither of which is proved here.

```lean
import Mathlib

open Matrix

namespace TrotterTwoLevel

noncomputable section

/-- The Pauli matrix `σ_z`, with real entries. -/
def sigmaZ : Matrix (Fin 2) (Fin 2) ℝ := !![1, 0; 0, -1]

/-- The Pauli matrix `σ_x`, with real entries. -/
def sigmaX : Matrix (Fin 2) (Fin 2) ℝ := !![0, 1; 1, 0]

/-- The exact trace `tr exp(A + B)`. -/
def exactTrace (A B : Matrix (Fin 2) (Fin 2) ℝ) : ℝ :=
  (NormedSpace.exp (A + B)).trace

/-- The trace `tr (exp(A/n) exp(B/n))^n` of `n` time slices, for `n ≥ 1`. -/
def slicedTrace (n : ℕ) (A B : Matrix (Fin 2) (Fin 2) ℝ) : ℝ :=
  ((NormedSpace.exp ((1 / n : ℝ) • A) * NormedSpace.exp ((1 / n : ℝ) • B)) ^ n).trace

/-- A matrix with eigenvalues `p`, `q` and an invertible matrix `S` of eigenvectors is
exponentiated by exponentiating its eigenvalues. -/
theorem exp_of_eigenbasis (A S : Matrix (Fin 2) (Fin 2) ℝ) (p q : ℝ) (hS : S.det ≠ 0)
    (h : A * S = S * !![p, 0; 0, q]) :
    NormedSpace.exp A = S * !![Real.exp p, 0; 0, Real.exp q] * S⁻¹ := by
  have hu : IsUnit S.det := isUnit_iff_ne_zero.mpr hS
  have diag : ∀ u v : ℝ, !![u, 0; 0, v] = diagonal ![u, v] := by
    intro u v
    ext i j
    fin_cases i <;> fin_cases j <;> simp
  have hA : A = S * diagonal ![p, q] * S⁻¹ := by
    rw [← diag, ← h, Matrix.mul_assoc, Matrix.mul_nonsing_inv _ hu, Matrix.mul_one]
  have hd : NormedSpace.exp (diagonal ![p, q]) = diagonal ![Real.exp p, Real.exp q] := by
    rw [Matrix.exp_diagonal]
    congr 1
    ext i
    -- the exponential acts on each diagonal entry
    have e : NormedSpace.exp ![p, q] i = NormedSpace.exp (![p, q] i) :=
      NormedSpace.map_exp (Pi.evalRingHom (fun _ : Fin 2 => ℝ) i) (continuous_apply i) ![p, q]
    rw [e]
    fin_cases i <;> simp [Real.exp_eq_exp_ℝ]
  rw [hA, Matrix.exp_conj _ _ ((Matrix.isUnit_iff_isUnit_det _).mpr hu), hd, diag]

/-- The Boltzmann factor of `σ_z` is diagonal. -/
theorem exp_sigmaZ (x : ℝ) :
    NormedSpace.exp (x • sigmaZ) = !![Real.exp x, 0; 0, Real.exp (-x)] := by
  have h := exp_of_eigenbasis (x • sigmaZ) 1 x (-x) (by simp) (by simp [sigmaZ])
  simpa using h

/-- The Boltzmann factor of `σ_x` has entries `cosh y` and `sinh y`. -/
theorem exp_sigmaX (y : ℝ) : NormedSpace.exp (y • sigmaX) =
    !![Real.cosh y, Real.sinh y; Real.sinh y, Real.cosh y] := by
  have hS : (!![1, 1; 1, -1] : Matrix (Fin 2) (Fin 2) ℝ).det ≠ 0 := by
    rw [Matrix.det_fin_two_of]; norm_num
  have hE : !![Real.cosh y, Real.sinh y; Real.sinh y, Real.cosh y] * !![1, 1; 1, -1]
      = !![1, 1; 1, -1] * !![Real.exp y, 0; 0, Real.exp (-y)] := by
    rw [Real.cosh_eq, Real.sinh_eq]
    ext i j
    fin_cases i <;> fin_cases j <;> simp [Matrix.mul_apply, Fin.sum_univ_two] <;> ring
  rw [exp_of_eigenbasis _ !![1, 1; 1, -1] y (-y) hS
    (by ext i j; fin_cases i <;> fin_cases j <;>
          simp [sigmaX, Matrix.mul_apply, Fin.sum_univ_two]),
    ← hE, Matrix.mul_assoc, Matrix.mul_nonsing_inv _ (isUnit_iff_ne_zero.mpr hS),
    Matrix.mul_one]

/-- The exact trace is `tr exp(a σ_z + b σ_x) = 2 cosh √(a² + b²)`. -/
theorem exactTrace_pauli (a b : ℝ) :
    exactTrace (a • sigmaZ) (b • sigmaX) = 2 * Real.cosh (√(a ^ 2 + b ^ 2)) := by
  unfold exactTrace
  by_cases hb : b = 0
  · subst hb
    rw [zero_smul, add_zero, exp_sigmaZ, Matrix.trace_fin_two_of, zero_pow two_ne_zero,
      add_zero, Real.sqrt_sq_eq_abs, Real.cosh_abs, Real.cosh_eq]
    ring
  · have hr : √(a ^ 2 + b ^ 2) ^ 2 = a ^ 2 + b ^ 2 := Real.sq_sqrt (by positivity)
    have hr0 : √(a ^ 2 + b ^ 2) ≠ 0 := by positivity
    set r := √(a ^ 2 + b ^ 2)
    -- the columns of `S` are the eigenvectors for `r` and `-r`
    have hS : (!![b, b; r - a, -r - a]).det ≠ 0 := by
      have e : (!![b, b; r - a, -r - a]).det = -2 * (b * r) := by
        rw [Matrix.det_fin_two_of]; ring
      rw [e]
      exact mul_ne_zero (by norm_num) (mul_ne_zero hb hr0)
    rw [exp_of_eigenbasis _ !![b, b; r - a, -r - a] r (-r) hS
      (by ext i j; fin_cases i <;> fin_cases j <;>
            simp [sigmaZ, sigmaX, Matrix.mul_apply, Fin.sum_univ_two] <;> nlinarith [hr]),
      Matrix.trace_mul_comm, ← Matrix.mul_assoc,
      Matrix.nonsing_inv_mul _ (isUnit_iff_ne_zero.mpr hS), Matrix.one_mul,
      Matrix.trace_fin_two_of, Real.cosh_eq]
    ring

/-- A transfer matrix of determinant one and trace `2 cosh θ` has
`tr M^n = 2 cosh(n θ)`. -/
theorem trace_pow_transfer (M : Matrix (Fin 2) (Fin 2) ℝ) (θ : ℝ) (hd : M.det = 1)
    (ht : M.trace = 2 * Real.cosh θ) (n : ℕ) : (M ^ n).trace = 2 * Real.cosh (n * θ) := by
  -- Cayley-Hamilton
  have hM : M * M = M.trace • M - 1 := by
    rw [Matrix.det_fin_two] at hd
    ext i j
    fin_cases i <;> fin_cases j <;>
      simp [Matrix.mul_apply, Fin.sum_univ_two, Matrix.trace_fin_two] <;> nlinarith [hd]
  have step : ∀ k : ℕ, M ^ (k + 2) = M.trace • M ^ (k + 1) - M ^ k := by
    intro k
    rw [pow_add, pow_two, hM, mul_sub, mul_one, Matrix.mul_smul, ← pow_succ]
  have both : ∀ k : ℕ, (M ^ k).trace = 2 * Real.cosh (k * θ) ∧
      (M ^ (k + 1)).trace = 2 * Real.cosh ((k + 1 : ℕ) * θ) := by
    intro k
    induction k with
    | zero => simp [ht]
    | succ k ih =>
      refine ⟨ih.2, ?_⟩
      have h1 : ((k + 1 + 1 : ℕ) : ℝ) * θ = ((k + 1 : ℕ) : ℝ) * θ + θ := by
        push_cast; ring
      have h2 : (k : ℝ) * θ = ((k + 1 : ℕ) : ℝ) * θ - θ := by push_cast; ring
      rw [step k, Matrix.trace_sub, Matrix.trace_smul, smul_eq_mul, ih.1, ih.2, ht, h1, h2,
        Real.cosh_add, Real.cosh_sub]
      ring
  exact (both n).1

/-- If `cosh θ = cosh(a/n) cosh(b/n)`, the sliced trace is `2 cosh(n θ)`. -/
theorem slicedTrace_pauli (n : ℕ) (a b θ : ℝ)
    (h : Real.cosh θ = Real.cosh (a / n) * Real.cosh (b / n)) :
    slicedTrace n (a • sigmaZ) (b • sigmaX) = 2 * Real.cosh (n * θ) := by
  unfold slicedTrace
  rw [smul_smul, smul_smul, one_div_mul_eq_div, one_div_mul_eq_div, exp_sigmaZ, exp_sigmaX]
  apply trace_pow_transfer
  · rw [Matrix.det_mul, Matrix.det_fin_two_of, Matrix.det_fin_two_of, ← Real.exp_add,
      add_neg_cancel, Real.exp_zero]
    linear_combination Real.cosh_sq (b / n)
  · rw [Matrix.mul_fin_two, Matrix.trace_fin_two_of, h, Real.cosh_eq (a / n)]
    ring

/-- For `x y ≠ 0`, `cosh √(x² + y²)` is strictly below `cosh x cosh y`. -/
theorem cosh_sqrt_lt (x y : ℝ) (h : x * y ≠ 0) :
    Real.cosh (√(x ^ 2 + y ^ 2)) < Real.cosh x * Real.cosh y := by
  have hr : √(x ^ 2 + y ^ 2) ^ 2 = x ^ 2 + y ^ 2 := Real.sq_sqrt (by positivity)
  set r := √(x ^ 2 + y ^ 2)
  have pos : 0 < (x * y) ^ 2 := lt_of_le_of_ne (sq_nonneg _) (Ne.symm (pow_ne_zero 2 h))
  -- compare the power series term by term; the quartic term is strict
  have key : Real.cosh r < (Real.cosh (x + y) + Real.cosh (x - y)) / 2 := by
    refine hasSum_lt (i := 2) ?_ ?_ (Real.hasSum_cosh r)
      (((Real.hasSum_cosh (x + y)).add (Real.hasSum_cosh (x - y))).div_const 2)
    · intro k
      have c := (convexOn_pow (𝕜 := ℝ) k).2 (Set.mem_Ici.mpr (sq_nonneg (x + y)))
        (Set.mem_Ici.mpr (sq_nonneg (x - y))) (by norm_num : (0 : ℝ) ≤ 1 / 2)
        (by norm_num : (0 : ℝ) ≤ 1 / 2) (by norm_num)
      have e : 1 / 2 * (x + y) ^ 2 + 1 / 2 * (x - y) ^ 2 = r ^ 2 := by rw [hr]; ring
      simp only [smul_eq_mul] at c
      rw [e] at c
      simp only [← pow_mul] at c
      dsimp only
      rw [← add_div, div_right_comm]
      exact div_le_div_of_nonneg_right (by linarith) (by positivity)
    · have c : r ^ (2 * 2) < ((x + y) ^ (2 * 2) + (x - y) ^ (2 * 2)) / 2 := by
        rw [pow_mul r, hr]
        nlinarith [pos]
      rw [← add_div, div_right_comm]
      exact div_lt_div_of_pos_right c (by positivity)
  rw [Real.cosh_add, Real.cosh_sub] at key
  linarith

/-- For `n ≥ 1` slices, the sliced trace is at least the exact trace
`tr exp(a σ_z + b σ_x)`, and the two agree if and only if `a b = 0`. -/
theorem exactTrace_le_slicedTrace (n : ℕ) (hn : 1 ≤ n) (a b : ℝ) :
    exactTrace (a • sigmaZ) (b • sigmaX) ≤ slicedTrace n (a • sigmaZ) (b • sigmaX) ∧
    (slicedTrace n (a • sigmaZ) (b • sigmaX) = exactTrace (a • sigmaZ) (b • sigmaX) ↔
      a * b = 0) := by
  have hn0 : (0 : ℝ) < n := by exact_mod_cast hn
  have scale : √(a ^ 2 + b ^ 2) = n * √((a / n) ^ 2 + (b / n) ^ 2) := by
    have e : a ^ 2 + b ^ 2 = (n : ℝ) ^ 2 * ((a / n) ^ 2 + (b / n) ^ 2) := by field_simp
    rw [e, Real.sqrt_mul (by positivity), Real.sqrt_sq hn0.le]
  by_cases hab : a * b = 0
  · -- one of the two terms is absent
    have h : Real.cosh (√((a / n) ^ 2 + (b / n) ^ 2))
        = Real.cosh (a / n) * Real.cosh (b / n) := by
      rcases mul_eq_zero.mp hab with h0 | h0 <;> simp [h0, Real.sqrt_sq_eq_abs, Real.cosh_abs]
    have e := slicedTrace_pauli n a b _ h
    rw [← scale, ← exactTrace_pauli] at e
    exact ⟨e.ge, fun _ => hab, fun _ => e⟩
  · -- choose `θ ≥ 0` with `cosh θ = cosh(a/n) cosh(b/n)`
    have hlo : Real.cosh 0 ≤ Real.cosh (a / n) * Real.cosh (b / n) := by
      rw [Real.cosh_zero]
      nlinarith [Real.one_le_cosh (a / n), Real.one_le_cosh (b / n)]
    have hhi : Real.cosh (a / n) * Real.cosh (b / n) ≤ Real.cosh (|a / n| + |b / n|) := by
      rw [Real.cosh_add, Real.cosh_abs, Real.cosh_abs]
      have := mul_nonneg (Real.sinh_nonneg_iff.mpr (abs_nonneg (a / n)))
        (Real.sinh_nonneg_iff.mpr (abs_nonneg (b / n)))
      linarith
    obtain ⟨θ, hθ, hc⟩ := intermediate_value_Icc
      (add_nonneg (abs_nonneg (a / n)) (abs_nonneg (b / n)))
      Real.continuous_cosh.continuousOn ⟨hlo, hhi⟩
    have hxy : a / n * (b / n) ≠ 0 := by
      rw [div_mul_div_comm]
      exact div_ne_zero hab (by positivity)
    have hlt := cosh_sqrt_lt _ _ hxy
    rw [← hc, Real.cosh_lt_cosh, abs_of_nonneg (Real.sqrt_nonneg _),
      abs_of_nonneg hθ.1] at hlt
    have strict : exactTrace (a • sigmaZ) (b • sigmaX)
        < slicedTrace n (a • sigmaZ) (b • sigmaX) := by
      rw [exactTrace_pauli, slicedTrace_pauli n a b θ hc, scale]
      refine mul_lt_mul_of_pos_left (Real.cosh_lt_cosh.mpr ?_) two_pos
      rw [abs_of_nonneg (by positivity), abs_of_nonneg (mul_nonneg hn0.le hθ.1)]
      exact mul_lt_mul_of_pos_left hlt hn0
    exact ⟨strict.le, fun e => absurd e strict.ne', fun e => absurd e hab⟩

/-- For the Hamiltonian `a σ_z + b σ_x` with `a b ≠ 0`, at inverse temperature `β > 0`, the free
energy `-log Z / β` from `n ≥ 1` time slices lies strictly below the exact one. -/
theorem sliced_freeEnergy_lt (n : ℕ) (hn : 1 ≤ n) (β a b : ℝ) (hβ : 0 < β)
    (hab : a * b ≠ 0) :
    -Real.log (slicedTrace n ((-β * a) • sigmaZ) ((-β * b) • sigmaX)) / β <
      -Real.log (exactTrace ((-β * a) • sigmaZ) ((-β * b) • sigmaX)) / β := by
  obtain ⟨hle, heq⟩ := exactTrace_le_slicedTrace n hn (-β * a) (-β * b)
  have hne : -β * a * (-β * b) ≠ 0 := by
    rw [show -β * a * (-β * b) = β ^ 2 * (a * b) by ring]
    exact mul_ne_zero (pow_ne_zero 2 hβ.ne') hab
  have hlt := lt_of_le_of_ne hle (fun e => hne (heq.mp e.symm))
  have hpos : 0 < exactTrace ((-β * a) • sigmaZ) ((-β * b) • sigmaX) := by
    rw [exactTrace_pauli]
    exact mul_pos two_pos (Real.cosh_pos _)
  exact div_lt_div_of_pos_right (neg_lt_neg (Real.log_lt_log hpos hlt)) hβ

end

end TrotterTwoLevel
```

```lean
#print axioms TrotterTwoLevel.sliced_freeEnergy_lt
```

```
'TrotterTwoLevel.sliced_freeEnergy_lt' depends on axioms: [propext, Classical.choice, Quot.sound]
```

### From eigenvectors to the strict inequality

`exp_of_eigenbasis` exponentiates a matrix through its eigenvalues, given an invertible matrix `S` of eigenvectors. `exp_sigmaZ` and `exp_sigmaX` apply it to the two factors of a slice. `exactTrace_pauli` applies it to the sum, and cyclicity of the trace removes `S`. The case $b=0$ is treated separately because the chosen eigenvector matrix has determinant $-2br$.

`trace_pow_transfer` is the recurrence. It checks Cayley–Hamilton entry by entry, then carries the traces of $M^k$ and $M^{k+1}$ together through the induction, since each new trace needs the previous two. `slicedTrace_pauli` supplies the determinant and trace of a slice.

`cosh_sqrt_lt` compares the power series. `hasSum_lt` asks for an inequality in every term and a strict one in some term. `convexOn_pow` provides the first, and the choice `i := 2` selects the quartic term for the second, where `nlinarith` uses $(xy)^2>0$.

The main theorem first proves $r=n\rho$ under the name `scale`, then splits on whether $ab=0$. If it is zero, `slicedTrace_pauli` is used with $\theta=\rho$. Otherwise the intermediate value theorem finds $\theta$ between $0$ and $|x|+|y|$; the upper end suffices because $\cosh(|x|+|y|)=\cosh x\cosh y+\sinh|x|\sinh|y|$. `Real.cosh_lt_cosh` turns the inequality between hyperbolic cosines into $\rho<\theta$, and after multiplication by $n$ it turns $r<n\theta$ back into an inequality between traces.

`sliced_freeEnergy_lt` combines the inequality with the equality condition to get strictness. It then uses the monotonicity of the logarithm, for which the exact trace must be positive, and divides by $\beta>0$.
